# The energy gradient in variational Monte Carlo as a covariance of local energy and logarithmic derivative

In variational Monte Carlo a trial wave function ψ depends on a parameter, and the parameter is adjusted to lower the energy expectation value. The simulation draws configurations x with probability proportional to ψ(x)² and averages quantities evaluated at those configurations. If the derivative of the energy is written as averages of the same kind, the same configurations also indicate which way is downhill. For a real wave function without zeros on a finite set of configurations, a fixed real symmetric Hamiltonian matrix and one parameter, that derivative is twice the covariance of the local energy with the logarithmic derivative of ψ.

## Definitions

The configurations form a finite type `n`. A wave function is a real vector `ψ : n → ℝ`, not assumed normalised, and the Hamiltonian is a real matrix H with entries H(x,y). The overlap u·v = Σₓ u(x)v(x) is `u ⬝ᵥ v`, and (Hu)(x) = Σ_y H(x,y)u(y) is `H *ᵥ u`.

```lean
import Mathlib

open Matrix Finset

namespace VMCEnergyGradient

noncomputable section

variable {n : Type*} [Fintype n]
```

The sampling distribution carries the normalisation explicitly:

  p(x) = ψ(x)² / (ψ·ψ)

```lean
/-- Probability of configuration `x`, proportional to `ψ(x)²`. -/
def prob (ψ : n → ℝ) (x : n) : ℝ := ψ x ^ 2 / (ψ ⬝ᵥ ψ)
```

For a real function f of the configuration, the average is the exact sum over all configurations, with no finite sample involved:

  ⟨f⟩ = Σₓ p(x) f(x)

```lean
/-- Average `⟨f⟩` under the probability proportional to `ψ²`. -/
def avg (ψ f : n → ℝ) : ℝ := ∑ x, prob ψ x * f x
```

The covariance of f and g is defined in its uncentred form, and the variance is var(f) = cov(f,f):

  cov(f,g) = ⟨fg⟩ − ⟨f⟩⟨g⟩

```lean
/-- Covariance `⟨f g⟩ - ⟨f⟩⟨g⟩` under the probability proportional to `ψ²`. -/
def cov (ψ f g : n → ℝ) : ℝ := avg ψ (fun x => f x * g x) - avg ψ f * avg ψ g
```

The local energy is

  E_L(x) = (Hψ)(x) / ψ(x)

```lean
/-- Local energy `E_L(x) = (Hψ)(x) / ψ(x)`. -/
def localEnergy (H : Matrix n n ℝ) (ψ : n → ℝ) (x : n) : ℝ := (H *ᵥ ψ) x / ψ x
```

With ψ′ the vector of parameter derivatives of the components of ψ, the logarithmic derivative is

  O(x) = ψ′(x) / ψ(x)

In the definition `ψ'` is an arbitrary vector, and the theorems tie it to the derivative by a hypothesis.

```lean
/-- Logarithmic derivative `O(x) = ψ'(x) / ψ(x)`. -/
def logDer (ψ ψ' : n → ℝ) (x : n) : ℝ := ψ' x / ψ x
```

The variational energy is the Rayleigh quotient

  E = (ψ·Hψ) / (ψ·ψ)

```lean
/-- Variational energy (Rayleigh quotient) `ψ·Hψ / ψ·ψ`. -/
def energy (H : Matrix n n ℝ) (ψ : n → ℝ) : ℝ := (ψ ⬝ᵥ H *ᵥ ψ) / (ψ ⬝ᵥ ψ)
```

## Averages as overlaps

If there is at least one configuration and ψ(x) ≠ 0 for every x, then ψ·ψ = Σₓ ψ(x)² is a nonempty sum of positive terms, and

  Σₓ p(x) = (Σₓ ψ(x)²) / (ψ·ψ) = 1

`Finset.sum_pos` gives the positivity, and `div_self` closes the second part once the common denominator is pulled out of the sum.

```lean
/-- On a nonempty set of configurations, a nowhere-zero wave function has `ψ·ψ > 0`, and its
probabilities sum to one. -/
theorem norm_pos_and_sum_prob [Nonempty n] {ψ : n → ℝ} (h0 : ∀ x, ψ x ≠ 0) :
    0 < ψ ⬝ᵥ ψ ∧ ∑ x, prob ψ x = 1 := by
  have hN : 0 < ψ ⬝ᵥ ψ :=
    Finset.sum_pos (fun x _ => mul_self_pos.mpr (h0 x)) Finset.univ_nonempty
  refine ⟨hN, ?_⟩
  have e : ∑ x, ψ x ^ 2 = ψ ⬝ᵥ ψ := Finset.sum_congr rfl fun x _ => sq (ψ x)
  simp only [prob]
  rw [← Finset.sum_div, e, div_self hN.ne']
```

The weight ψ² cancels the denominators in E_L and O. If two vectors u and v satisfy ψ(x)² f(x) = u(x)v(x) for all x, then

  ⟨f⟩ = Σₓ ψ(x)² f(x) / (ψ·ψ) = (u·v) / (ψ·ψ)

```lean
/-- If `ψ² f = u v` pointwise, the average of `f` is the overlap `u·v` divided by `ψ·ψ`. -/
theorem avg_eq {ψ f : n → ℝ} (u v : n → ℝ) (h : ∀ x, ψ x ^ 2 * f x = u x * v x) :
    avg ψ f = (u ⬝ᵥ v) / (ψ ⬝ᵥ ψ) := by
  have e : u ⬝ᵥ v = ∑ x, ψ x ^ 2 * f x := Finset.sum_congr rfl fun x _ => (h x).symm
  simp only [avg, prob]
  rw [e, Finset.sum_div]
  exact Finset.sum_congr rfl fun x _ => by ring
```

## The derivative of the quadratic form

Symmetry, `H.IsSymm`, means H(x,y) = H(y,x). It lets H move across an overlap:

  u·Hv = Σₓ Σ_y u(x)H(x,y)v(y) = Σ_y v(y) Σₓ H(y,x)u(x) = v·Hu

The proof rewrites u·Hv as (Hᵀu)·v, with Hᵀ the transpose, replaces Hᵀ by H through `hH.eq`, and commutes the overlap.

```lean
/-- For symmetric `H` the matrix elements `u·Hv` and `v·Hu` agree. -/
theorem dot_symm {H : Matrix n n ℝ} (hH : H.IsSymm) (u v : n → ℝ) :
    u ⬝ᵥ H *ᵥ v = v ⬝ᵥ H *ᵥ u := by
  rw [Matrix.dotProduct_mulVec, ← Matrix.mulVec_transpose, hH.eq, dotProduct_comm]
```

Now let ψ_s be a family of wave functions indexed by a real parameter s, in Lean `ψ : ℝ → n → ℝ`, and fix the value s = t at which the derivative is taken. The hypothesis `hψ` says that for each x the function s ↦ ψ_s(x) has derivative ψ′(x) at t. From here on ψ without a subscript means ψ_t, which is `ψ t` in the code. Since H does not depend on s, the sum is differentiated term by term:

  d/ds (Hψ_s)(x) at t = Σ_y H(x,y) ψ′(y) = (Hψ′)(x)

```lean
/-- The parameter derivative of `(Hψ)(x)` is `(Hψ')(x)`. -/
theorem hasDerivAt_mulVec (H : Matrix n n ℝ) {ψ : ℝ → n → ℝ} {ψ' : n → ℝ} {t : ℝ}
    (hψ : ∀ x, HasDerivAt (fun s => ψ s x) (ψ' x) t) (x : n) :
    HasDerivAt (fun s => (H *ᵥ ψ s) x) ((H *ᵥ ψ') x) t := by
  simp only [Matrix.mulVec, dotProduct]
  exact HasDerivAt.fun_sum fun y _ => (hψ y).const_mul (H x y)
```

The product rule in each term of ψ_s·Hψ_s = Σₓ ψ_s(x)(Hψ_s)(x), followed by symmetry, gives

  d/ds (ψ_s·Hψ_s) at t = ψ′·Hψ + ψ·Hψ′ = 2 ψ′·Hψ

The step `h` is the product rule under the sum, `hs` is the equality of the two terms, and `linarith` adds them.

```lean
/-- For symmetric `H` the parameter derivative of `ψ·Hψ` is `2 ψ'·Hψ`. -/
theorem hasDerivAt_quadratic {H : Matrix n n ℝ} (hH : H.IsSymm) {ψ : ℝ → n → ℝ}
    {ψ' : n → ℝ} {t : ℝ} (hψ : ∀ x, HasDerivAt (fun s => ψ s x) (ψ' x) t) :
    HasDerivAt (fun s => ψ s ⬝ᵥ H *ᵥ ψ s) (2 * (ψ' ⬝ᵥ H *ᵥ ψ t)) t := by
  have h : HasDerivAt (fun s => ∑ x, ψ s x * (H *ᵥ ψ s) x)
      (∑ x, (ψ' x * (H *ᵥ ψ t) x + ψ t x * (H *ᵥ ψ') x)) t :=
    HasDerivAt.fun_sum fun x _ => (hψ x).fun_mul (hasDerivAt_mulVec H hψ x)
  refine h.congr_deriv ?_
  -- symmetry makes the two product-rule terms equal
  have hs := dot_symm hH (ψ t) ψ'
  simp only [dotProduct] at hs ⊢
  rw [Finset.sum_add_distrib]
  linarith
```

## The gradient formula

Write N = ψ·ψ and Q = ψ·Hψ, so that E = Q/N, and let primes on E, N and Q denote derivatives at t. The last result gives Q′ = 2 ψ′·Hψ, and the same result for the identity matrix gives N′ = 2 ψ′·ψ. As N ≠ 0, the quotient rule applies:

  E′ = (Q′N − QN′)/N² = 2 [ (ψ′·Hψ)/N − (Q/N)(ψ′·ψ)/N ]

Each ratio is an average. Pointwise, where ψ(x) ≠ 0,

  ψ² E_L O = ψ′ (Hψ),  ψ² E_L = ψ (Hψ),  ψ² O = ψ′ ψ

and therefore

  ⟨E_L O⟩ = (ψ′·Hψ)/N,  ⟨E_L⟩ = Q/N = E,  ⟨O⟩ = (ψ′·ψ)/N

Substituting,

  E′ = 2 ( ⟨E_L O⟩ − ⟨E_L⟩⟨O⟩ ) = 2 cov(E_L, O)

In the proof `hq` and `hn` are Q′ and N′, and `h1`, `h2`, `h3` are the three averages, each an instance of `avg_eq` with the pointwise identity cleared by `field_simp`. The quotient rule is `hq.fun_div hn hN`, and the final `field_simp` matches its value with the covariance.

```lean
/-- Energy gradient: for symmetric `H` and `ψ` nowhere zero at `t`, the derivative of the
variational energy is `2 (⟨E_L O⟩ - ⟨E_L⟩⟨O⟩)`. -/
theorem hasDerivAt_energy [Nonempty n] {H : Matrix n n ℝ} (hH : H.IsSymm) {ψ : ℝ → n → ℝ}
    {ψ' : n → ℝ} {t : ℝ} (hψ : ∀ x, HasDerivAt (fun s => ψ s x) (ψ' x) t)
    (h0 : ∀ x, ψ t x ≠ 0) :
    HasDerivAt (fun s => energy H (ψ s))
      (2 * cov (ψ t) (localEnergy H (ψ t)) (logDer (ψ t) ψ')) t := by
  classical
  have hN := (norm_pos_and_sum_prob h0).1.ne'
  have hq := hasDerivAt_quadratic hH hψ
  have hn : HasDerivAt (fun s => ψ s ⬝ᵥ ψ s) (2 * (ψ' ⬝ᵥ ψ t)) t := by
    have h := hasDerivAt_quadratic (H := (1 : Matrix n n ℝ)) Matrix.transpose_one hψ
    simpa only [Matrix.one_mulVec] using h
  -- the three averages as overlaps
  have h1 : avg (ψ t) (fun x => localEnergy H (ψ t) x * logDer (ψ t) ψ' x)
      = (ψ' ⬝ᵥ H *ᵥ ψ t) / (ψ t ⬝ᵥ ψ t) := by
    refine avg_eq _ _ fun x => ?_
    have := h0 x
    simp only [localEnergy, logDer]
    field_simp
  have h2 : avg (ψ t) (localEnergy H (ψ t)) = (ψ t ⬝ᵥ H *ᵥ ψ t) / (ψ t ⬝ᵥ ψ t) := by
    refine avg_eq _ _ fun x => ?_
    have := h0 x
    simp only [localEnergy]
    field_simp
  have h3 : avg (ψ t) (logDer (ψ t) ψ') = (ψ' ⬝ᵥ ψ t) / (ψ t ⬝ᵥ ψ t) := by
    refine avg_eq _ _ fun x => ?_
    have := h0 x
    simp only [logDer]
    field_simp
  -- quotient rule
  refine (hq.fun_div hn hN).congr_deriv ?_
  rw [cov, h1, h2, h3]
  field_simp
```

In words: on a finite nonempty configuration space, for symmetric H, if every component of ψ_s is differentiable at t and no component of ψ_t vanishes, then s ↦ E(ψ_s) is differentiable at t with derivative 2 cov(E_L, O), everything on the right being evaluated for ψ_t. The absence of zeros, `h0`, is required at t alone, and the family is otherwise arbitrary, so it need not be linear in s or keep its norm. With a single configuration the energy is the one matrix entry and both sides are zero.

The statement covers real amplitudes, a parameter-independent H and one parameter; a continuous configuration space, complex wave functions and the statistical error or bias of a finite sample are not treated. Zeros of ψ are excluded by assumption, and on a finite set of configurations the exclusion matters: where ψ(x) = 0, Lean's division sets E_L(x) and O(x) to zero and p(x) vanishes, so x drops out of ⟨E_L O⟩, while the term ψ′(x)(Hψ)(x) still enters Q′.

## The average of the derivative of the local energy

The local energy depends on s as well. At fixed x the quotient rule gives its derivative at t,

  ∂E_L(x) = [ (Hψ′)(x) ψ(x) − (Hψ)(x) ψ′(x) ] / ψ(x)²

The weight cancels the denominator, and symmetry cancels what remains:

  ⟨∂E_L⟩ = ( ψ·Hψ′ − ψ′·Hψ ) / N = 0

The step `hd` is the quotient rule. The lemma `avg_eq` is used with the numerator as u and the constant vector 1 as v, and `hs` is the symmetry.

```lean
/-- For symmetric `H` and `ψ` nowhere zero at `t`, the average of the parameter derivative of
the local energy vanishes: `⟨∂ₜ E_L⟩ = 0`. -/
theorem avg_deriv_localEnergy {H : Matrix n n ℝ} (hH : H.IsSymm) {ψ : ℝ → n → ℝ}
    {ψ' : n → ℝ} {t : ℝ} (hψ : ∀ x, HasDerivAt (fun s => ψ s x) (ψ' x) t)
    (h0 : ∀ x, ψ t x ≠ 0) :
    avg (ψ t) (fun x => deriv (fun s => localEnergy H (ψ s) x) t) = 0 := by
  have hd : ∀ x, deriv (fun s => localEnergy H (ψ s) x) t
      = ((H *ᵥ ψ') x * ψ t x - (H *ᵥ ψ t) x * ψ' x) / ψ t x ^ 2 := fun x =>
    ((hasDerivAt_mulVec H hψ x).fun_div (hψ x) (h0 x)).deriv
  have h := avg_eq (ψ := ψ t) (f := fun x => deriv (fun s => localEnergy H (ψ s) x) t)
    (fun x => ψ t x * (H *ᵥ ψ') x - ψ' x * (H *ᵥ ψ t) x) (fun _ => 1) (fun x => by
      have := h0 x
      simp only [hd]
      field_simp <;> ring)
  have hs := dot_symm hH (ψ t) ψ'
  rw [h]
  simp only [dotProduct, mul_one, Finset.sum_sub_distrib] at hs ⊢
  rw [hs, sub_self, zero_div]
```

This identity exposes a trap in the derivation. Since E = ⟨E_L⟩, it is tempting to differentiate under the average and write E′ = ⟨∂E_L⟩, which would make every energy derivative zero. The step fails because p depends on s too. Differentiating p_s(x) = ψ_s(x)²/(ψ_s·ψ_s) gives ∂p = 2p(O − ⟨O⟩), and this term carries the whole of E′. Differentiating ψ² but not the norm is the neighbouring slip and leaves 2⟨E_L O⟩. The rescaling ψ_s = e^s φ, with φ a fixed vector without zeros, shows it: E is constant and O = 1, so the covariance is zero while 2⟨E_L O⟩ = 2E, which is wrong whenever E ≠ 0. The expression for ∂p and the rescaling example are side arguments on paper and are not among the theorems.

## A bound by the variances

Expanding the product of fluctuations with constants a and b,

  Σₓ p (f − a)(g − b) = ⟨fg⟩ − b⟨f⟩ − a⟨g⟩ + ab Σₓ p

With a = ⟨f⟩, b = ⟨g⟩ and Σₓ p = 1 the last three terms combine to −⟨f⟩⟨g⟩, so

  cov(f,g) = ⟨ (f − ⟨f⟩)(g − ⟨g⟩) ⟩

The step `e` is the expansion, and the normalisation comes from `norm_pos_and_sum_prob`.

```lean
/-- The covariance equals the average of the product of fluctuations,
`⟨(f - ⟨f⟩)(g - ⟨g⟩)⟩`. -/
theorem cov_eq_centered [Nonempty n] {ψ : n → ℝ} (h0 : ∀ x, ψ x ≠ 0) (f g : n → ℝ) :
    cov ψ f g = ∑ x, prob ψ x * ((f x - avg ψ f) * (g x - avg ψ g)) := by
  have e : ∀ a b : ℝ, ∑ x, prob ψ x * ((f x - a) * (g x - b))
      = ∑ x, prob ψ x * (f x * g x) - b * ∑ x, prob ψ x * f x
        - a * ∑ x, prob ψ x * g x + a * b * ∑ x, prob ψ x := by
    intro a b
    simp only [Finset.mul_sum, ← Finset.sum_sub_distrib, ← Finset.sum_add_distrib]
    exact Finset.sum_congr rfl fun x _ => by ring
  rw [e, (norm_pos_and_sum_prob h0).2]
  simp only [cov, avg]
  ring
```

Because p ≥ 0, the weight splits as p = √p √p. Set A(x) = √p(x) (f(x) − ⟨f⟩) and B(x) = √p(x) (g(x) − ⟨g⟩). The centred form reads cov(f,g) = A·B, var(f) = A·A and var(g) = B·B, and the Cauchy–Schwarz inequality (A·B)² ≤ (A·A)(B·B) becomes

  cov(f,g)² ≤ var(f) var(g)

Here `e` splits the weight and `cs` is Cauchy–Schwarz for A and B.

```lean
/-- The squared covariance is at most the product of the two variances. -/
theorem cov_sq_le [Nonempty n] {ψ : n → ℝ} (h0 : ∀ x, ψ x ≠ 0) (f g : n → ℝ) :
    cov ψ f g ^ 2 ≤ cov ψ f f * cov ψ g g := by
  have hN := (norm_pos_and_sum_prob h0).1
  have e : ∀ (x : n) (a b : ℝ),
      prob ψ x * (a * b) = (√(prob ψ x) * a) * (√(prob ψ x) * b) := by
    intro x a b
    have hp : 0 ≤ prob ψ x := div_nonneg (sq_nonneg _) hN.le
    rw [mul_mul_mul_comm, Real.mul_self_sqrt hp]
  -- Cauchy-Schwarz for the fluctuations weighted by √p
  have cs := Finset.sum_mul_sq_le_sq_mul_sq Finset.univ
    (fun x => √(prob ψ x) * (f x - avg ψ f)) (fun x => √(prob ψ x) * (g x - avg ψ g))
  rw [cov_eq_centered h0 f g, cov_eq_centered h0 f f, cov_eq_centered h0 g g]
  simp only [e]
  simpa only [sq] using cs
```

Taking f = E_L and g = O and squaring the gradient formula gives, under the hypotheses of `hasDerivAt_energy`,

  (E′)² = 4 cov(E_L, O)² ≤ 4 var(E_L) var(O)

The statement uses `deriv`, which the proof replaces by the value already found. Within this finite, real, node-free model, a small variance of the local energy limits the slope of the energy along any parameter direction whose O has bounded variance, and the slope is zero when var(E_L) is.

```lean
/-- For symmetric `H` and `ψ` differentiable and nowhere zero at `t`, the squared energy
derivative is at most four times the variance of the local energy
times the variance of `O`. -/
theorem deriv_energy_sq_le [Nonempty n] {H : Matrix n n ℝ} (hH : H.IsSymm) {ψ : ℝ → n → ℝ}
    {ψ' : n → ℝ} {t : ℝ} (hψ : ∀ x, HasDerivAt (fun s => ψ s x) (ψ' x) t)
    (h0 : ∀ x, ψ t x ≠ 0) :
    deriv (fun s => energy H (ψ s)) t ^ 2
      ≤ 4 * (cov (ψ t) (localEnergy H (ψ t)) (localEnergy H (ψ t))
        * cov (ψ t) (logDer (ψ t) ψ') (logDer (ψ t) ψ')) := by
  rw [(hasDerivAt_energy hH hψ h0).deriv, mul_pow]
  have := cov_sq_le h0 (localEnergy H (ψ t)) (logDer (ψ t) ψ')
  linarith

end

end VMCEnergyGradient
```

```lean
#print axioms VMCEnergyGradient.avg_deriv_localEnergy
#print axioms VMCEnergyGradient.deriv_energy_sq_le
```

```
'VMCEnergyGradient.avg_deriv_localEnergy' depends on axioms: [propext, Classical.choice, Quot.sound]
'VMCEnergyGradient.deriv_energy_sq_le' depends on axioms: [propext, Classical.choice, Quot.sound]
```
